# One Chebyshev moment matrix gives the Kubo double sum for every finite Chebyshev kernel

The eigenstates of the Hamiltonian enter here as given data: a square matrix $U$ whose columns are orthonormal eigenvectors, together with a list of real energies $E_a$. The spectral theorem would supply such a pair for any finite Hermitian matrix $H$, but with $U$ named explicitly the matrix elements of an operator have a definite meaning, even when energies are degenerate. The conditions are

$$U^\dagger U = 1,\qquad HU = UD,\qquad D=\mathrm{diag}(E_a).$$

They make $H = UDU^\dagger$ Hermitian.

Let $v$ be a Hermitian matrix, for instance a velocity or current operator, and write $v_{ab}=(U^\dagger vU)_{ab}$. With $T_k$ the Chebyshev polynomial of degree $k$, define the moments

$$M_{kl}=\mathrm{Tr}\,[\,v\,T_k(H)\,v\,T_l(H)\,].$$

Take a finite set $s$ of index pairs and complex coefficients $c_{kl}$, and let $F(x,y)=\sum_{(k,l)\in s}c_{kl}T_k(x)T_l(y)$. The claim is that

$$\sum_{a,b}|v_{ab}|^2F(E_a,E_b)=\sum_{(k,l)\in s}c_{kl}M_{kl}.$$

The moments contain neither the coefficients nor the eigenvectors. In a finite model of non-interacting electrons, a longitudinal Kubo–Greenwood response, in which the same operator $v$ appears twice, can therefore be re-evaluated at another temperature or chemical potential by changing only the coefficients, as long as the kernel is represented by a finite Chebyshev sum whose moments are available.

## The double sum as a trace

Start with powers of $H$. If $H^kU=UD^k$, then $H^{k+1}U=H^kUD=UD^{k+1}$, and the case $k=0$ is trivial. Taking real linear combinations gives $p(H)U=Up(D)$ for every real polynomial $p$. Since $U$ is square and finite, $U^\dagger U=1$ implies $UU^\dagger=1$, so

$$p(H)=U\,p(D)\,U^\dagger .$$

Put $W=U^\dagger vU$, whose entries are the $v_{ab}$. For two real polynomials $p$ and $q$, cyclicity of the trace gives

$$\mathrm{Tr}[v\,p(H)\,v\,q(H)]=\mathrm{Tr}[v\,Up(D)U^\dagger\,v\,Uq(D)U^\dagger]=\mathrm{Tr}[W p(D) W q(D)].$$

Written out in components, this is

$$\sum_{a,b}v_{ba}\,p(E_a)\,v_{ab}\,q(E_b).$$

Because $v$ is Hermitian, so is $W$. Hence $v_{ba}=\overline{v_{ab}}$, and

$$\mathrm{Tr}[v\,p(H)\,v\,q(H)]=\sum_{a,b}|v_{ab}|^2p(E_a)q(E_b).$$

Now set $p=T_k$ and $q=T_l$, multiply by $c_{kl}$ and sum over $s$. All sums are finite, so they may be exchanged, and the claim follows.

## Symmetric and real moments

Cyclicity alone gives the symmetry:

$$M_{kl}=\mathrm{Tr}[(vT_k(H))(vT_l(H))]=\mathrm{Tr}[(vT_l(H))(vT_k(H))]=M_{lk}.$$

For reality, note that $T_k(H)$ is Hermitian when $H$ is, because its coefficients are real. Therefore

$$\overline{M_{kl}}=\mathrm{Tr}[(vT_k(H)vT_l(H))^\dagger]=\mathrm{Tr}[T_l(H)\,v\,T_k(H)\,v]=M_{kl},$$

where the last step moves $T_l(H)$ from the front to the back.

## Kernels matched within a tolerance

Choosing $p=q=1$ in the trace identity gives the total weight $\sum_{a,b}|v_{ab}|^2=\mathrm{Tr}\,v^2$. Suppose an arbitrary kernel $K$ satisfies $|K(E_a,E_b)-F(E_a,E_b)|\le\varepsilon$ at all pairs of energies. By the triangle inequality,

$$\Bigl|\sum_{a,b}|v_{ab}|^2K(E_a,E_b)-\sum_{(k,l)\in s}c_{kl}M_{kl}\Bigr|\le\sum_{a,b}|v_{ab}|^2\,\varepsilon=\varepsilon\,\mathrm{Tr}\,v^2 .$$

The tolerance $\varepsilon$ stands for the error of the Chebyshev sum at the pairs of energies. Since $K$ has finite values, a delta function in a Kubo formula must first be replaced by a function of finite width, and the error of that replacement is not part of $\varepsilon$. The tolerance is an input: nothing here says how many moments achieve a given $\varepsilon$.

## Operators that are not Hermitian

Without Hermiticity of $v$ the identity can fail. Take $H=\mathrm{diag}(1,-1)$, $U=1$ and

$$v=\begin{pmatrix}0&1\\0&0\end{pmatrix},\qquad F=T_0T_0=1.$$

The double sum is $1$, whereas $M_{00}=\mathrm{Tr}\,v^2=0$.

The same argument does give a neighbouring identity for an arbitrary matrix $v$, argued here by hand only:

$$\mathrm{Tr}[v^\dagger p(H)\,v\,q(H)]=\sum_{a,b}|v_{ab}|^2p(E_a)q(E_b).$$

The factor $(v^\dagger)_{ba}=\overline{v_{ab}}$ now supplies the complex conjugate directly.

## Eigenbasis, moments and kernels in Lean

The finite type `n` labels both the orbitals of the model, which are taken to be orthonormal, and its eigenstates, so every matrix is square. Its size is arbitrary.

```lean
import Mathlib

open Matrix

namespace KernelPolynomialKubo

noncomputable section

variable {n : Type*} [Fintype n] [DecidableEq n]
```

The structure `IsEigenbasis H U E` holds the two conditions on the eigenvectors. The type `n → ℝ` makes the energies real, and `Uᴴ` is the conjugate transpose.

```lean
/-- The columns of `U` are orthonormal eigenvectors of `H` with real energies `E`. -/
structure IsEigenbasis (H U : Matrix n n ℂ) (E : n → ℝ) : Prop where
  orthonormal : Uᴴ * U = 1
  eigen : H * U = U * diagonal (fun a => (E a : ℂ))
```

The matrix $W$ of the derivation is `inBasis U v`; its entry at `a b` is $v_{ab}$.

```lean
/-- The matrix of elements `v_ab` of the operator `v` between the columns of `U`. -/
def inBasis (U v : Matrix n n ℂ) : Matrix n n ℂ := Uᴴ * v * U
```

In the moments, `Polynomial.aeval H` substitutes the matrix $H$ into a real polynomial. Moments have complex type, and their reality is a theorem below.

```lean
/-- The Chebyshev moment `M_kl = Tr[v T_k(H) v T_l(H)]`. -/
def moment (H v : Matrix n n ℂ) (k l : ℕ) : ℂ :=
  trace (v * Polynomial.aeval H (Polynomial.Chebyshev.T ℝ (k : ℤ)) * v *
    Polynomial.aeval H (Polynomial.Chebyshev.T ℝ (l : ℤ)))
```

The kernel uses ordinary evaluation at real numbers. A pair `p` in `s` carries the two degrees as `p.1` and `p.2`. The coefficients may be complex, and damping factors can be absorbed into them.

```lean
/-- The finite Chebyshev kernel `F(x,y) = ∑ c_kl T_k(x) T_l(y)`, summed over the pairs in `s`. -/
def chebKernel (s : Finset (ℕ × ℕ)) (c : ℕ × ℕ → ℂ) (x y : ℝ) : ℂ :=
  ∑ p ∈ s, c p * ((((Polynomial.Chebyshev.T ℝ (p.1 : ℤ)).eval x : ℝ) : ℂ) *
    (((Polynomial.Chebyshev.T ℝ (p.2 : ℤ)).eval y : ℝ) : ℂ))
```

The double sum accepts any function `K` of two energies, whether or not it is a polynomial. It includes the diagonal terms $a=b$.

```lean
/-- The Kubo-type double sum `∑_ab |v_ab|² K(E_a, E_b)` over pairs of states. -/
def kuboSum (U v : Matrix n n ℂ) (E : n → ℝ) (K : ℝ → ℝ → ℂ) : ℂ :=
  ∑ a, ∑ b, ((‖inBasis U v a b‖ ^ 2 : ℝ) : ℂ) * K (E a) (E b)
```

These definitions fix dimensionless conventions: $H$ and $E$ are on whatever energy scale is fed to the Chebyshev polynomials, and physical prefactors such as charge and volume are omitted. No theorem requires the energies to lie in $[-1,1]$, because the identities are algebraic. That interval matters for approximating kernels and for numerical stability, neither of which is treated here. Also left aside are the derivation of the Kubo formula itself, infinite systems and stochastic estimates of the trace.

## Polynomials of H acting on eigenvectors

The first lemma is $p(H)U=Up(D)$. The inner statement `hpow` treats powers by induction, using `h.eigen` to pass one factor of $H$ through $U$. Induction on the polynomial then needs only sums and monomials: sums follow by distributivity, and a monomial is a real multiple of a power.

```lean
/-- A real polynomial of `H` multiplies each eigenvector by the polynomial of its energy. -/
theorem aeval_mul_eigenbasis {H U : Matrix n n ℂ} {E : n → ℝ} (h : IsEigenbasis H U E)
    (p : Polynomial ℝ) :
    Polynomial.aeval H p * U = U * diagonal (fun a => ((p.eval (E a) : ℝ) : ℂ)) := by
  have hpow : ∀ k : ℕ, H ^ k * U = U * diagonal (fun a => (E a : ℂ) ^ k) := by
    intro k
    induction k with
    | zero => simp
    | succ k ih =>
      rw [pow_succ, mul_assoc, h.eigen, ← mul_assoc, ih, mul_assoc,
        Matrix.diagonal_mul_diagonal]
      simp only [pow_succ]
  induction p using Polynomial.induction_on' with
  | add p q hp hq =>
    rw [map_add, add_mul, hp, hq, ← mul_add, Matrix.diagonal_add]
    simp only [Polynomial.eval_add, Complex.ofReal_add]
  | monomial k r =>
    rw [Polynomial.aeval_monomial, ← Algebra.smul_def, smul_mul_assoc, hpow,
      ← mul_smul_comm]
    congr 1
    ext i j
    by_cases hij : i = j
    · subst hij
      simp [Polynomial.eval_monomial]
    · simp [Matrix.diagonal_apply_ne _ hij]
```

## The trace identity in the eigenbasis

The next theorem is the trace identity for general real polynomials. It assumes the eigenbasis and `hv`, the Hermiticity of $v$.

In its proof, `hU` turns $U^\dagger U=1$ into $UU^\dagger=1$, `key` is the formula $p(H)=Up(D)U^\dagger$, and `hW` shows that $W$ is Hermitian. The `calc` chain moves the last $U^\dagger$ to the front of the trace, regroups the product as $(WP)(WQ)$ with $P=p(D)$ and $Q=q(D)$, and expands it in components. Finally `hz` replaces $v_{ab}v_{ba}$ by $|v_{ab}|^2$.

```lean
/-- For Hermitian `v` and real polynomials `p`, `q`, the trace `Tr[v p(H) v q(H)]` is the sum
of `|v_ab|² p(E_a) q(E_b)` over pairs of eigenstates. -/
theorem trace_eq_kuboSum {H U v : Matrix n n ℂ} {E : n → ℝ} (h : IsEigenbasis H U E)
    (hv : v.IsHermitian) (p q : Polynomial ℝ) :
    trace (v * Polynomial.aeval H p * v * Polynomial.aeval H q) =
      kuboSum U v E (fun x y => ((p.eval x : ℝ) : ℂ) * ((q.eval y : ℝ) : ℂ)) := by
  have hU : U * Uᴴ = 1 := mul_eq_one_comm.mp h.orthonormal
  have key : ∀ r : Polynomial ℝ, Polynomial.aeval H r =
      U * diagonal (fun a => ((r.eval (E a) : ℝ) : ℂ)) * Uᴴ := by
    intro r
    rw [← aeval_mul_eigenbasis h r, mul_assoc, hU, mul_one]
  have hW : (inBasis U v).IsHermitian := by
    show (Uᴴ * v * U)ᴴ = Uᴴ * v * U
    rw [conjTranspose_mul, conjTranspose_mul, conjTranspose_conjTranspose, hv.eq, ← mul_assoc]
  rw [key p, key q]
  set P := diagonal (fun a => ((p.eval (E a) : ℝ) : ℂ)) with hP
  set Q := diagonal (fun a => ((q.eval (E a) : ℝ) : ℂ)) with hQ
  -- cyclicity moves the whole trace into the eigenbasis
  calc trace (v * (U * P * Uᴴ) * v * (U * Q * Uᴴ))
      = trace ((v * U * P * Uᴴ * v * U * Q) * Uᴴ) := by simp only [mul_assoc]
    _ = trace (Uᴴ * (v * U * P * Uᴴ * v * U * Q)) := Matrix.trace_mul_comm _ _
    _ = trace ((inBasis U v * P) * (inBasis U v * Q)) := by
        simp only [inBasis, mul_assoc]
    _ = ∑ b, ∑ a, (inBasis U v * P) b a * (inBasis U v * Q) a b := by
        simp only [Matrix.trace, Matrix.diag_apply]
        exact Finset.sum_congr rfl fun b _ => Matrix.mul_apply
    _ = ∑ a, ∑ b, (inBasis U v * P) b a * (inBasis U v * Q) a b := Finset.sum_comm
    _ = _ := by
        unfold kuboSum
        refine Finset.sum_congr rfl fun a _ => Finset.sum_congr rfl fun b _ => ?_
        -- Hermiticity turns `v_ab v_ba` into `|v_ab|²`
        have hz : inBasis U v a b * inBasis U v b a =
            ((‖inBasis U v a b‖ ^ 2 : ℝ) : ℂ) := by
          rw [← Complex.normSq_eq_norm_sq, ← hW.apply b a]
          exact Complex.mul_conj _
        rw [hP, hQ, Matrix.mul_diagonal, Matrix.mul_diagonal, ← hz]
        ring
```

## Symmetry and reality of the moments

Symmetry holds for all complex matrices $H$ and $v$, as the absence of hypotheses shows. The proof is a single cyclic exchange of the two factors $vT_k(H)$ and $vT_l(H)$.

```lean
/-- The moment matrix is symmetric, `M_kl = M_lk`. -/
theorem moment_symm (H v : Matrix n n ℂ) (k l : ℕ) : moment H v k l = moment H v l k := by
  unfold moment
  rw [mul_assoc, Matrix.trace_mul_comm, ← mul_assoc]
```

Reality is stated as a vanishing imaginary part. It assumes that $H$ and $v$ are Hermitian, but needs no eigenbasis. The statement `hp` proves that real polynomials of $H$ are Hermitian, again through sums and monomials. The remaining lines take the adjoint inside the trace and restore the original order by cyclicity.

```lean
/-- For Hermitian `H` and `v` every moment is real. -/
theorem moment_real {H v : Matrix n n ℂ} (hH : H.IsHermitian) (hv : v.IsHermitian)
    (k l : ℕ) : (moment H v k l).im = 0 := by
  -- real polynomials of a Hermitian matrix are Hermitian
  have hp : ∀ p : Polynomial ℝ, (Polynomial.aeval H p)ᴴ = Polynomial.aeval H p := by
    intro p
    induction p using Polynomial.induction_on' with
    | add p q hp hq => rw [map_add, conjTranspose_add, hp, hq]
    | monomial k r =>
      rw [Polynomial.aeval_monomial, ← Algebra.smul_def, conjTranspose_smul,
        conjTranspose_pow, hH.eq, star_trivial]
  apply Complex.conj_eq_iff_im.mp
  change star (moment H v k l) = moment H v k l
  unfold moment
  rw [← Matrix.trace_conjTranspose, conjTranspose_mul, conjTranspose_mul, conjTranspose_mul,
    hv.eq, hp, hp, Matrix.trace_mul_comm]
  simp only [mul_assoc]
```

## The sum over moments

The main theorem holds for every finite set `s` and every coefficient function `c`. Since $U$ appears only on the left of the equation, the double sum is also independent of which orthonormal eigenbasis is chosen within a degenerate level.

The proof replaces each moment by its double sum through `trace_eq_kuboSum`. Two uses of `Finset.sum_comm` then bring the sums over states outside the sum over coefficients, and `ring` compares the individual terms.

```lean
/-- For Hermitian `v` and every finite Chebyshev kernel `F`, the sum of `|v_ab|² F(E_a, E_b)` over
pairs of eigenstates equals `∑ c_kl M_kl`, with moments that do not depend on the kernel. -/
theorem kuboSum_eq_sum_moments {H U v : Matrix n n ℂ} {E : n → ℝ} (h : IsEigenbasis H U E)
    (hv : v.IsHermitian) (s : Finset (ℕ × ℕ)) (c : ℕ × ℕ → ℂ) :
    kuboSum U v E (chebKernel s c) = ∑ p ∈ s, c p * moment H v p.1 p.2 := by
  simp only [moment, trace_eq_kuboSum h hv, kuboSum, chebKernel, Finset.mul_sum]
  symm
  rw [Finset.sum_comm]
  refine Finset.sum_congr rfl fun a _ => ?_
  rw [Finset.sum_comm]
  refine Finset.sum_congr rfl fun b _ => Finset.sum_congr rfl fun p _ => ?_
  ring
```

## Total weight and truncation error

The total weight comes from the trace identity with both polynomials equal to $1$. The theorem is an equation between real numbers, so it takes the real part of the complex-valued trace.

```lean
/-- For Hermitian `v`, the total weight `∑_ab |v_ab|²` equals the real part of `Tr v²`. -/
theorem total_weight {H U v : Matrix n n ℂ} {E : n → ℝ} (h : IsEigenbasis H U E)
    (hv : v.IsHermitian) :
    ∑ a, ∑ b, ‖inBasis U v a b‖ ^ 2 = (trace (v * v)).re := by
  have ht : trace (v * v) = ((∑ a, ∑ b, ‖inBasis U v a b‖ ^ 2 : ℝ) : ℂ) := by
    simpa [kuboSum] using trace_eq_kuboSum h hv 1 1
  rw [ht, Complex.ofReal_re]
```

The error bound assumes `hK`, the tolerance at every pair of energies that occurs in the spectrum; agreement elsewhere is not needed. The proof writes the moment sum as a double sum, subtracts term by term, and applies the triangle inequality first over `a` and then over `b`. Each term is bounded by its non-negative weight times $\varepsilon$.

```lean
/-- Let `v` be Hermitian. If a Chebyshev kernel matches an arbitrary kernel `K` within `ε` at all
pairs of energies, the moment sum matches the Kubo sum of `K` within `ε Tr v²`. -/
theorem kernel_truncation_error {H U v : Matrix n n ℂ} {E : n → ℝ} (h : IsEigenbasis H U E)
    (hv : v.IsHermitian) (s : Finset (ℕ × ℕ)) (c : ℕ × ℕ → ℂ) (K : ℝ → ℝ → ℂ) (ε : ℝ)
    (hK : ∀ a b, ‖K (E a) (E b) - chebKernel s c (E a) (E b)‖ ≤ ε) :
    ‖kuboSum U v E K - ∑ p ∈ s, c p * moment H v p.1 p.2‖ ≤ ε * (trace (v * v)).re := by
  rw [← kuboSum_eq_sum_moments h hv, ← total_weight h hv, Finset.mul_sum]
  unfold kuboSum
  rw [← Finset.sum_sub_distrib]
  refine norm_sum_le_of_le _ fun a _ => ?_
  rw [← Finset.sum_sub_distrib, Finset.mul_sum]
  refine norm_sum_le_of_le _ fun b _ => ?_
  rw [← mul_sub, norm_mul, Complex.norm_real, Real.norm_of_nonneg (sq_nonneg _), mul_comm ε]
  exact mul_le_mul_of_nonneg_left (hK a b) (sq_nonneg _)
```

## A two-site hopping model

A dimer with unit hopping provides a concrete case. The columns of `dimerU` are $e^{i\pi/4}(1,1)/\sqrt2$ and $e^{i\pi/4}(1,-1)/\sqrt2$. They are normalised, and the common phase lets the entries be written with rational real and imaginary parts.

```lean
/-- Eigenvector columns for the two-site hopping Hamiltonian. -/
def dimerU : Matrix (Fin 2) (Fin 2) ℂ :=
  !![⟨1/2, 1/2⟩, ⟨1/2, 1/2⟩; ⟨1/2, 1/2⟩, ⟨-1/2, -1/2⟩]
```

The final theorem verifies orthonormality and the eigenvalue equation with energies $1$ and $-1$. It also checks that the Hamiltonian and the current operator, in units where its off-diagonal entries are $\mp i$, are Hermitian. The proof compares matrices entry by entry. All the hypotheses of the main theorem are thus satisfied by a model with a non-zero current operator.

```lean
/-- The two-site hopping Hamiltonian has the eigenbasis `dimerU` with energies `1` and `-1`,
and both it and the current operator between the sites are Hermitian. -/
theorem dimer_witness :
    IsEigenbasis !![0, 1; 1, 0] dimerU ![1, -1] ∧
      (!![0, 1; 1, 0] : Matrix (Fin 2) (Fin 2) ℂ).IsHermitian ∧
      (!![0, -Complex.I; Complex.I, 0] : Matrix (Fin 2) (Fin 2) ℂ).IsHermitian := by
  refine ⟨⟨?_, ?_⟩, ?_, ?_⟩
  · ext i j
    fin_cases i <;> fin_cases j <;>
      simp [dimerU, Matrix.mul_apply, Fin.sum_univ_succ, Complex.ext_iff] <;> norm_num
  · ext i j
    fin_cases i <;> fin_cases j <;>
      simp [dimerU, Matrix.mul_apply, Fin.sum_univ_succ, Matrix.diagonal_apply,
        Complex.ext_iff] <;> norm_num
  · ext i j
    fin_cases i <;> fin_cases j <;> simp
  · ext i j
    fin_cases i <;> fin_cases j <;> simp

end

end KernelPolynomialKubo
```

```lean
#print axioms KernelPolynomialKubo.moment_symm
#print axioms KernelPolynomialKubo.moment_real
#print axioms KernelPolynomialKubo.kuboSum_eq_sum_moments
#print axioms KernelPolynomialKubo.kernel_truncation_error
```

```
'KernelPolynomialKubo.moment_symm' depends on axioms: [propext, Classical.choice, Quot.sound]
'KernelPolynomialKubo.moment_real' depends on axioms: [propext, Classical.choice, Quot.sound]
'KernelPolynomialKubo.kuboSum_eq_sum_moments' depends on axioms: [propext, Classical.choice, Quot.sound]
'KernelPolynomialKubo.kernel_truncation_error' depends on axioms: [propext, Classical.choice, Quot.sound]
```
